# The trace of a product of two planar shear stretches

In the plane, a traceless logarithmic (Hencky) strain is a symmetric matrix with principal values `h` and `-h`, and its matrix exponential is the corresponding stretch. The theorem `trace_exp_mul_exp` takes two such strains, with real principal values ±x and ±y and with the axes of x and y at angles α and β, and states that the trace of the product of their stretches is 2(cosh x cosh y + cos 2(α − β) sinh x sinh y). The proof replaces each exponential by the closed form in `exp_shearStrain`, multiplies the two matrices and takes the trace. It then means to expand the cosine of the angle difference and leave the remaining algebra to `ring`.

In Lean, a first try:

```lean
import Mathlib

open Matrix

namespace HenckyNonAdditivity

noncomputable section

/-- Planar traceless strain with principal values `h` and `-h`, the axis of `h` lying at angle `θ`. -/
def shearStrain (h θ : ℝ) : Matrix (Fin 2) (Fin 2) ℝ :=
  !![h * Real.cos (2 * θ), h * Real.sin (2 * θ);
     h * Real.sin (2 * θ), -(h * Real.cos (2 * θ))]

/-- The stretch tensor generated by a planar shear strain, in closed form. -/
theorem exp_shearStrain (h θ : ℝ) :
    NormedSpace.exp (shearStrain h θ) =
      !![Real.cosh h + Real.sinh h * Real.cos (2 * θ), Real.sinh h * Real.sin (2 * θ);
         Real.sinh h * Real.sin (2 * θ), Real.cosh h - Real.sinh h * Real.cos (2 * θ)] := by
  -- rotate to the principal axes
  obtain ⟨R, hR⟩ : ∃ R : Matrix (Fin 2) (Fin 2) ℝ,
    R = !![Real.cos θ, -Real.sin θ; Real.sin θ, Real.cos θ] := ⟨_, rfl⟩
  obtain ⟨Q, hQ⟩ : ∃ Q : Matrix (Fin 2) (Fin 2) ℝ,
    Q = !![Real.cos θ, Real.sin θ; -Real.sin θ, Real.cos θ] := ⟨_, rfl⟩
  have hRQ : R * Q = 1 := by
    rw [hR, hQ]
    ext i j
    fin_cases i <;> fin_cases j <;> simp [Matrix.mul_apply, Fin.sum_univ_two] <;>
      nlinarith [Real.sin_sq_add_cos_sq θ]
  have hinv : R⁻¹ = Q := Matrix.inv_eq_right_inv hRQ
  have hU : IsUnit R := ⟨⟨R, Q, hRQ, mul_eq_one_comm.mp hRQ⟩, rfl⟩
  have hdiag : ∀ x y : ℝ, diagonal ![x, y] = !![x, 0; 0, y] := by
    intro x y
    ext i j
    fin_cases i <;> fin_cases j <;> simp
  have hS : shearStrain h θ = R * diagonal ![h, -h] * R⁻¹ := by
    rw [hinv, hR, hQ, shearStrain, hdiag, Matrix.mul_fin_two, Matrix.mul_fin_two,
      Real.cos_two_mul', Real.sin_two_mul]
    ext i j
    fin_cases i <;> fin_cases j <;> simp <;> ring
  have hexp : NormedSpace.exp ![h, -h] = ![Real.exp h, Real.exp (-h)] := by
    ext i
    have hi : NormedSpace.exp ![h, -h] i = NormedSpace.exp (![h, -h] i) := by
      exact Pi.coe_exp _ _
    rw [hi, ← Real.exp_eq_exp_ℝ]
    fin_cases i <;> simp
  rw [hS, Matrix.exp_conj _ _ hU, Matrix.exp_diagonal, hinv, hexp, hR, hQ, hdiag,
    Matrix.mul_fin_two, Matrix.mul_fin_two,
    Real.cosh_eq, Real.sinh_eq, Real.cos_two_mul', Real.sin_two_mul]
  ext i j
  fin_cases i <;> fin_cases j <;> simp <;>
    first
      | ring1
      | linear_combination (Real.exp h + Real.exp (-h)) / 2 * Real.sin_sq_add_cos_sq θ

/-- The trace of a product of two planar stretches follows a hyperbolic law of cosines in twice the
angle between their axes. -/
theorem trace_exp_mul_exp (x y α β : ℝ) :
    trace (NormedSpace.exp (shearStrain x α) * NormedSpace.exp (shearStrain y β)) =
      2 * (Real.cosh x * Real.cosh y
        + Real.cos (2 * (α - β)) * (Real.sinh x * Real.sinh y)) := by
  rw [exp_shearStrain, exp_shearStrain, Matrix.mul_fin_two, Matrix.trace_fin_two_of,
    mul_sub, Real.cos_sub]
  ring

end

end HenckyNonAdditivity
```

Lean reports:

```
Main.lean:62:13: error: Tactic `rewrite` failed: Did not find an occurrence of the pattern
  Real.cos (?x - ?y)
in the target expression
  (Real.cosh x + Real.sinh x * Real.cos (2 * α)) * (Real.cosh y + Real.sinh y * Real.cos (2 * β)) +
        Real.sinh x * Real.sin (2 * α) * (Real.sinh y * Real.sin (2 * β)) +
      (Real.sinh x * Real.sin (2 * α) * (Real.sinh y * Real.sin (2 * β)) +
        ((Real.cosh x - Real.sinh x * Real.cos (2 * α)) * Real.cosh y -
          (Real.cosh x - Real.sinh x * Real.cos (2 * α)) * (Real.sinh y * Real.cos (2 * β)))) =
    2 * (Real.cosh x * Real.cosh y + Real.cos (2 * (α - β)) * (Real.sinh x * Real.sinh y))

x y α β : ℝ
⊢ (Real.cosh x + Real.sinh x * Real.cos (2 * α)) * (Real.cosh y + Real.sinh y * Real.cos (2 * β)) +
        Real.sinh x * Real.sin (2 * α) * (Real.sinh y * Real.sin (2 * β)) +
      (Real.sinh x * Real.sin (2 * α) * (Real.sinh y * Real.sin (2 * β)) +
        ((Real.cosh x - Real.sinh x * Real.cos (2 * α)) * Real.cosh y -
          (Real.cosh x - Real.sinh x * Real.cos (2 * α)) * (Real.sinh y * Real.cos (2 * β)))) =
    2 * (Real.cosh x * Real.cosh y + Real.cos (2 * (α - β)) * (Real.sinh x * Real.sinh y))
```

Lean accepts the file once it reads:

```diff
@@ -60,5 +60,5 @@
         + Real.cos (2 * (α - β)) * (Real.sinh x * Real.sinh y)) := by
   rw [exp_shearStrain, exp_shearStrain, Matrix.mul_fin_two, Matrix.trace_fin_two_of,
-    mul_sub, Real.cos_sub]
+    show 2 * (α - β) = 2 * α - 2 * β by ring, Real.cos_sub]
   ring
 
```

Diagnosis. The error says that `Real.cos_sub` found no cosine whose argument is written as a difference. The only candidate, `Real.cos (2 * (α - β))`, has a product as its argument. The preceding `mul_sub` was there to turn that product into `2 * α - 2 * β`, but it was given no arguments, and `rw` settled on a different product of the form `a * (b - c)`. This was the product of the two lower-right matrix entries, whose second factor is `Real.cosh y - Real.sinh y * Real.cos (2 * β)`. The goal in the message shows that product split in two and the angle untouched, since a single `rw` step rewrites only instances of the pattern it has fixed.

The repair replaces `mul_sub` with the explicit equation `2 * (α - β) = 2 * α - 2 * β`, proved by `ring`. Its left side matches the angle and not the matrix entries, so the cosine now has a difference as its argument. `Real.cos_sub` can then expand it, and the final `ring` closes the goal.
